# A level coupled only by equal density interactions to $k$ conserved occupations has at most $k+1$ transition energies

Let $m_1,\dots,m_k$ be pairwise commuting idempotents in any ring, and let $M=\sum_i m_i$. Then
$$M(M-1)(M-2)\cdots(M-k)=0 .$$
Consequently, if a level of energy $\varepsilon$ couples with the same strength $U$ to $k$ such densities, and the rest of the Hamiltonian commutes with them and with the level's lowering operator, its transition energies all lie in $\{\varepsilon+jU : 0\le j\le k\}$.

## Closing the hierarchy in an atomic-limit solver

An equation-of-motion solver for a finite atom with equal density interactions and no hopping can use the identity to end its chain of correlators after $k+1$ members. The same restriction gives a check on exact diagonalisation: for a model meeting these conditions, an unbroadened peak of this level that misses every $\varepsilon+jU$ by more than rounding signals an error.

## From idempotents to energies

Write $F_r(X)=X(X-1)\cdots(X-r+1)$, with $F_0=1$. For an empty sum, $F_1(0)=0$. Suppose that a sum $M$ of $s$ idempotents satisfies $F_{s+1}(M)=0$, and add an idempotent $p$ commuting with $M$. Since $(M+p)p=(M+1)p$ and $(M+p)(1-p)=M(1-p)$,
$$F_{s+2}(M+p)\,p=F_{s+2}(M+1)\,p=(M+1)F_{s+1}(M)\,p=0,$$
$$F_{s+2}(M+p)(1-p)=F_{s+1}(M)(M-s-1)(1-p)=0 .$$
Adding the two lines gives $F_{s+2}(M+p)=0$, which completes the induction.

Now take $H=\varepsilon n+U\,nM+R$, where $n$ is the level's occupation, $c$ its lowering operator and $R$ the remainder. Let $[c,n]=c$, let $c$, $n$ and $R$ commute with every $m_i$, and let $R$ commute with $c$. Then
$$[c,H]=\varepsilon c+U\,Mc .$$

For Hermitian $H$ with $H\psi=E\psi$ and $H\varphi=E'\varphi$, set $\omega=E-E'$. Any operator $X$ obeys $\langle\varphi|[X,H]|\psi\rangle=\omega\langle\varphi|X|\psi\rangle$. Choose $X=F_r(M)c$ and call its amplitude $A_r$. Because $M$ commutes with $H$,
$$\omega A_r=\varepsilon A_r+U\langle\varphi|F_r(M)Mc|\psi\rangle .$$
Substituting $F_r(M)M=F_{r+1}(M)+rF_r(M)$ gives
$$UA_{r+1}=(\omega-\varepsilon-rU)A_r,\qquad U^rA_r=\prod_{j<r}(\omega-\varepsilon-jU)\,A_0 .$$
At $r=k+1$ the left side vanishes. If $A_0=\langle\varphi|c|\psi\rangle\neq0$, some factor is zero, so $\omega=\varepsilon+jU$ with $0\le j\le k$. This also holds at $U=0$, where only $\varepsilon$ remains.

## Two neighbouring levels, with numbers

Take $k=2$, $\varepsilon=-3$, $U=2$ and $R=0$. With the level filled, the energy is $-3$, $-1$ or $1$ for zero, one or two occupied neighbours; with it empty, the energy is $0$. The four neighbour configurations therefore give three transition energies. For $\omega=-1$ the factors are $2$, $0$ and $-2$, whose product is zero.

## The Lean file

```lean
import Mathlib

open Matrix Finset

namespace AtomicMultiplet

noncomputable section

/-- The falling product `M (M - 1) ⋯ (M - r + 1)` with `r` factors. -/
def falling {A : Type*} [Ring A] (M : A) : ℕ → A
  | 0 => 1
  | r + 1 => falling M r * (M - (r : A))

/-- If `X q = q Y` and `Y` commutes with `q`, then the falling products of `X` and `Y` agree after
multiplication by `q` on the right. -/
theorem falling_mul_sector {A : Type*} [Ring A] {X Y q : A}
    (h : X * q = q * Y) (hY : Y * q = q * Y) (r : ℕ) :
    falling X r * q = falling Y r * q := by
  induction r with
  | zero => rfl
  | succ r ih =>
    have e : (X - (r : A)) * q = q * (Y - (r : A)) := by
      rw [sub_mul, mul_sub, h, (Nat.cast_commute r q).eq]
    have e' : (Y - (r : A)) * q = q * (Y - (r : A)) := by
      rw [sub_mul, mul_sub, hY, (Nat.cast_commute r q).eq]
    simp only [falling]
    rw [mul_assoc, e, ← mul_assoc, ih, mul_assoc, ← e', ← mul_assoc]

/-- Raising the count by one shifts the falling product by one factor. -/
theorem falling_shift {A : Type*} [Ring A] (M : A) (r : ℕ) :
    falling (M + 1) (r + 1) = (M + 1) * falling M r := by
  induction r with
  | zero => simp [falling]
  | succ r ih =>
    have e : M + 1 - ((r + 1 : ℕ) : A) = M - (r : A) := by
      push_cast
      abel
    rw [falling, ih, e, mul_assoc]
    rfl

/-- The sum `M` of `k` pairwise commuting idempotents obeys `M (M - 1) ⋯ (M - k) = 0`. -/
theorem falling_sum_idempotents {A ι : Type*} [Ring A] (m : ι → A)
    (hid : ∀ i, m i * m i = m i) (hc : ∀ i j, Commute (m i) (m j)) (s : Finset ι) :
    falling (∑ i ∈ s, m i) (s.card + 1) = 0 := by
  classical
  induction s using Finset.induction_on with
  | empty => simp [falling]
  | insert a s ha ih =>
    rw [Finset.sum_insert ha, Finset.card_insert_of_notMem ha, add_comm (m a)]
    have hp : m a * (∑ i ∈ s, m i) = (∑ i ∈ s, m i) * m a :=
      (Commute.sum_right s m (m a) (fun i _ => hc a i)).eq
    have hi := hid a
    generalize (∑ i ∈ s, m i) = M at *
    generalize m a = p at *
    -- occupied sector: the count is M + 1
    have h1 : falling (M + p) (s.card + 1 + 1) * p = 0 := by
      rw [falling_mul_sector (Y := M + 1) (by rw [add_mul, mul_add, hi, hp, mul_one])
        (by rw [add_mul, mul_add, hp, mul_one, one_mul]), falling_shift, ih]
      simp
    -- empty sector: the count is M
    have h2 : falling (M + p) (s.card + 1 + 1) * (1 - p) = 0 := by
      rw [falling_mul_sector (Y := M)
        (by rw [add_mul, mul_sub, mul_sub, sub_mul, hi, hp]; simp)
        (by rw [mul_sub, sub_mul, hp]; simp), falling, ih]
      simp
    calc falling (M + p) (s.card + 1 + 1)
        = falling (M + p) (s.card + 1 + 1) * p
          + falling (M + p) (s.card + 1 + 1) * (1 - p) := by
          rw [← mul_add, add_sub_cancel, mul_one]
      _ = 0 := by rw [h1, h2, add_zero]

/-- Relations between the lowering operator `c` and occupation `n` of a level, the
densities `m i` of `k` other levels, and the rest `R` of the Hamiltonian. -/
structure IsCoupledLevel {A : Type*} [Ring A] {k : ℕ} (c n : A) (m : Fin k → A) (R : A) :
    Prop where
  idem : ∀ i, m i * m i = m i
  comm : ∀ i j, Commute (m i) (m j)
  lower : c * n - n * c = c
  c_m : ∀ i, Commute c (m i)
  n_m : ∀ i, Commute n (m i)
  R_c : Commute R c
  R_m : ∀ i, Commute R (m i)

/-- The Hamiltonian `ε n + U n ∑ᵢ mᵢ + R` with equal density interactions `U`. -/
def hamiltonian {A : Type*} [Ring A] [Algebra ℂ A] {k : ℕ} (ε U : ℝ) (n : A)
    (m : Fin k → A) (R : A) : A :=
  (ε : ℂ) • n + (U : ℂ) • (n * ∑ i, m i) + R

/-- Equation of motion of the lowering operator: `[c, H] = ε c + U M c`. -/
theorem equation_of_motion {A : Type*} [Ring A] [Algebra ℂ A] {k : ℕ} {c n R : A}
    {m : Fin k → A} (h : IsCoupledLevel c n m R) (ε U : ℝ) :
    c * hamiltonian ε U n m R - hamiltonian ε U n m R * c
      = (ε : ℂ) • c + (U : ℂ) • ((∑ i, m i) * c) := by
  have hM : c * (∑ i, m i) = (∑ i, m i) * c :=
    (Commute.sum_right univ m c (fun i _ => h.c_m i)).eq
  unfold hamiltonian
  generalize (∑ i, m i) = M at *
  have h1 : c * n = c + n * c := sub_eq_iff_eq_add.mp h.lower
  have h2 : c * (n * M) = M * c + n * M * c := by
    rw [← mul_assoc, h1, add_mul, mul_assoc n c M, hM, mul_assoc]
  simp only [mul_add, add_mul, mul_smul_comm, smul_mul_assoc]
  rw [h1, h2, h.R_c.eq]
  module

variable {d : Type*} [Fintype d]

/-- Between eigenstates of a Hermitian `H`, the commutator `[X, H]` has the matrix element
of `X` times the energy difference. -/
theorem commutator_amplitude {H : Matrix d d ℂ} (hH : H.IsHermitian) {E E' : ℝ}
    {ψ φ : d → ℂ} (hψ : H *ᵥ ψ = (E : ℂ) • ψ) (hφ : H *ᵥ φ = (E' : ℂ) • φ)
    (X : Matrix d d ℂ) :
    star φ ⬝ᵥ ((X * H - H * X) *ᵥ ψ) = ((E : ℂ) - E') * (star φ ⬝ᵥ (X *ᵥ ψ)) := by
  have hl : star φ ᵥ* H = (E' : ℂ) • star φ := by
    have h := congrArg star hφ
    rw [Matrix.star_mulVec, hH.eq, star_smul] at h
    simpa using h
  rw [Matrix.sub_mulVec, dotProduct_sub, ← Matrix.mulVec_mulVec, ← Matrix.mulVec_mulVec,
    hψ, Matrix.mulVec_smul, dotProduct_smul, Matrix.dotProduct_mulVec (star φ) H, hl,
    smul_dotProduct, smul_eq_mul, smul_eq_mul]
  ring

/-- Energy differences `E - E'` of eigenstates joined by a nonzero amplitude of `c`. -/
def transitionEnergies (H c : Matrix d d ℂ) : Set ℝ :=
  {ω | ∃ (E E' : ℝ) (ψ φ : d → ℂ), H *ᵥ ψ = (E : ℂ) • ψ ∧ H *ᵥ φ = (E' : ℂ) • φ ∧
    star φ ⬝ᵥ (c *ᵥ ψ) ≠ 0 ∧ ω = E - E'}

/-- The energies `ε + j U` with `j = 0, …, k`. -/
def multiplet (ε U : ℝ) (k : ℕ) : Finset ℝ :=
  (range (k + 1)).image (fun j : ℕ => ε + j * U)

variable [DecidableEq d]

/-- A level satisfying `IsCoupledLevel`, with a Hermitian Hamiltonian, has transition energies only
among `ε + j U`, `0 ≤ j ≤ k`, hence at most `k + 1` of them. -/
theorem transitionEnergies_le {k : ℕ} {c n R : Matrix d d ℂ} {m : Fin k → Matrix d d ℂ}
    (h : IsCoupledLevel c n m R) (ε U : ℝ) (hH : (hamiltonian ε U n m R).IsHermitian) :
    transitionEnergies (hamiltonian ε U n m R) c ⊆ ↑(multiplet ε U k) ∧
      (transitionEnergies (hamiltonian ε U n m R) c).ncard ≤ k + 1 := by
  have hsub : transitionEnergies (hamiltonian ε U n m R) c ⊆ ↑(multiplet ε U k) := by
    rintro ω ⟨E, E', ψ, φ, hψ, hφ, hne, rfl⟩
    have heom := equation_of_motion h ε U
    have hzero := falling_sum_idempotents m h.idem h.comm univ
    rw [Finset.card_univ, Fintype.card_fin] at hzero
    have hMH : Commute (∑ i, m i) (hamiltonian ε U n m R) := by
      have hn : Commute (∑ i, m i) n :=
        (Commute.sum_right univ m n (fun i _ => h.n_m i)).symm
      have hR : Commute (∑ i, m i) R :=
        (Commute.sum_right univ m R (fun i _ => h.R_m i)).symm
      exact ((hn.smul_right _).add_right
        ((hn.mul_right (Commute.refl _)).smul_right _)).add_right hR
    generalize hamiltonian ε U n m R = H at *
    generalize (∑ i, m i) = M at *
    have hF : ∀ r, Commute (falling M r) H := by
      intro r
      induction r with
      | zero => exact Commute.one_left H
      | succ r ih => exact ih.mul_left (hMH.sub_left (Nat.cast_commute r H))
    -- iterate the equation of motion inside the amplitude
    have key : ∀ r : ℕ, (U : ℂ) ^ r * (star φ ⬝ᵥ ((falling M r * c) *ᵥ ψ))
        = (∏ j ∈ range r, ((E : ℂ) - E' - ε - j * U)) * (star φ ⬝ᵥ (c *ᵥ ψ)) := by
      intro r
      induction r with
      | zero => simp [falling]
      | succ r ih =>
        have h1 := commutator_amplitude hH hψ hφ (falling M r * c)
        have e1 : falling M r * c * H - H * (falling M r * c)
            = (ε : ℂ) • (falling M r * c) + (U : ℂ) • (falling M r * M * c) := by
          rw [← mul_assoc H, ← (hF r).eq, mul_assoc, mul_assoc, ← mul_sub, heom, mul_add,
            mul_smul_comm, mul_smul_comm, mul_assoc]
        have e2 : falling M (r + 1) * c
            = falling M r * M * c - (r : ℂ) • (falling M r * c) := by
          rw [falling, mul_sub, sub_mul, ← (Nat.cast_commute r (falling M r)).eq,
            mul_assoc (r : Matrix d d ℂ), ← nsmul_eq_mul, Nat.cast_smul_eq_nsmul ℂ]
        rw [e1, Matrix.add_mulVec, Matrix.smul_mulVec, Matrix.smul_mulVec, dotProduct_add,
          dotProduct_smul, dotProduct_smul, smul_eq_mul, smul_eq_mul] at h1
        rw [e2, Matrix.sub_mulVec, Matrix.smul_mulVec, dotProduct_sub, dotProduct_smul,
          smul_eq_mul, Finset.prod_range_succ]
        linear_combination (U : ℂ) ^ r * h1 + ((E : ℂ) - E' - ε - r * U) * ih
    have hk := key (k + 1)
    rw [hzero, zero_mul, Matrix.zero_mulVec, dotProduct_zero, mul_zero] at hk
    obtain ⟨j, hj, hj0⟩ := Finset.prod_eq_zero_iff.mp
      ((mul_eq_zero.mp hk.symm).resolve_right hne)
    have hr : E - E' - ε - j * U = 0 := by exact_mod_cast hj0
    exact Finset.mem_coe.mpr (Finset.mem_image.mpr ⟨j, hj, by linarith⟩)
  refine ⟨hsub, (Set.ncard_le_ncard hsub (Finset.finite_toSet _)).trans ?_⟩
  rw [Set.ncard_coe_finset]
  exact Finset.card_image_le.trans (by simp)

/-- Occupation of the level (0 or 1) and the set of occupied other levels. -/
abbrev Config (k : ℕ) := Fin 2 × Finset (Fin k)

/-- Empties the level and leaves the other levels unchanged. -/
def lowerOp (k : ℕ) : Matrix (Config k) (Config k) ℂ :=
  Matrix.of fun a b => if a.1 = 0 ∧ b.1 = 1 ∧ a.2 = b.2 then 1 else 0

/-- Occupation of the level. -/
def levelOcc (k : ℕ) : Matrix (Config k) (Config k) ℂ :=
  Matrix.diagonal fun a => if a.1 = 1 then 1 else 0

/-- Occupation of the other level `i`. -/
def otherOcc (k : ℕ) (i : Fin k) : Matrix (Config k) (Config k) ℂ :=
  Matrix.diagonal fun a => if i ∈ a.2 then 1 else 0

/-- The occupation-number matrices satisfy the relations of a coupled level, with `R = 0`. -/
theorem isCoupledLevel_witness (k : ℕ) :
    IsCoupledLevel (lowerOp k) (levelOcc k) (otherOcc k) 0 where
  idem i := by
    unfold otherOcc
    rw [Matrix.diagonal_mul_diagonal]
    refine congrArg Matrix.diagonal (funext fun a => ?_)
    by_cases h : i ∈ a.2 <;> simp [h]
  comm i j := by
    unfold otherOcc Commute SemiconjBy
    rw [Matrix.diagonal_mul_diagonal, Matrix.diagonal_mul_diagonal]
    exact congrArg Matrix.diagonal (funext fun a => mul_comm _ _)
  lower := by
    ext a b
    simp only [Matrix.sub_apply, levelOcc, Matrix.mul_diagonal, Matrix.diagonal_mul,
      lowerOp, Matrix.of_apply]
    by_cases h : a.1 = 0 ∧ b.1 = 1 ∧ a.2 = b.2
    · have h0 : ¬ a.1 = 1 := by rw [h.1]; decide
      rw [if_pos h, if_pos h.2.1, if_neg h0]
      norm_num
    · rw [if_neg h]
      simp
  c_m i := by
    unfold Commute SemiconjBy
    ext a b
    simp only [otherOcc, Matrix.mul_diagonal, Matrix.diagonal_mul, lowerOp, Matrix.of_apply]
    by_cases h : a.1 = 0 ∧ b.1 = 1 ∧ a.2 = b.2
    · rw [if_pos h, one_mul, mul_one]
      simp only [h.2.2]
    · rw [if_neg h, zero_mul, mul_zero]
  n_m i := by
    unfold levelOcc otherOcc Commute SemiconjBy
    rw [Matrix.diagonal_mul_diagonal, Matrix.diagonal_mul_diagonal]
    exact congrArg Matrix.diagonal (funext fun a => mul_comm _ _)
  R_c := Commute.zero_left _
  R_m _ := Commute.zero_left _

/-- In the occupation-number model the Hamiltonian is diagonal, with energy `ε + U N` when
the level is filled and `N` other levels are occupied, and zero when the level is empty. -/
theorem hamiltonian_diagonal (k : ℕ) (ε U : ℝ) :
    hamiltonian ε U (levelOcc k) (otherOcc k) 0 = Matrix.diagonal
      (fun a : Config k => if a.1 = 1 then (ε : ℂ) + U * (a.2.card : ℂ) else 0) := by
  have hs : ∑ i, otherOcc k i = Matrix.diagonal (fun a : Config k => (a.2.card : ℂ)) := by
    ext a b
    rw [Matrix.sum_apply]
    by_cases h : a = b
    · subst h
      simp [otherOcc]
    · simp [otherOcc, h]
  unfold hamiltonian levelOcc
  rw [hs, Matrix.diagonal_mul_diagonal]
  ext a b
  by_cases h : a = b
  · subst h
    by_cases h1 : a.1 = 1 <;> simp [h1]
  · simp [h]

/-- For `U ≠ 0` the occupation-number model has exactly `k + 1` transition energies. -/
theorem transitionEnergies_sharp (k : ℕ) (ε U : ℝ) (hU : U ≠ 0) :
    (transitionEnergies (hamiltonian ε U (levelOcc k) (otherOcc k) 0)
      (lowerOp k)).ncard = k + 1 := by
  have hH : (hamiltonian ε U (levelOcc k) (otherOcc k) 0).IsHermitian := by
    rw [hamiltonian_diagonal, Matrix.IsHermitian, Matrix.diagonal_conjTranspose]
    refine congrArg Matrix.diagonal (funext fun a => ?_)
    by_cases h : a.1 = 1 <;> simp [h]
  have hsub := (transitionEnergies_le (isCoupledLevel_witness k) ε U hH).1
  have hsup : (↑(multiplet ε U k) : Set ℝ) ⊆
      transitionEnergies (hamiltonian ε U (levelOcc k) (otherOcc k) 0) (lowerOp k) := by
    intro ω hω
    obtain ⟨j, hj, rfl⟩ := Finset.mem_image.mp (Finset.mem_coe.mp hω)
    have hjk : j ≤ (univ : Finset (Fin k)).card := by
      have := Finset.mem_range.mp hj
      rw [Finset.card_univ, Fintype.card_fin]
      omega
    -- occupy j of the other levels and empty the level
    obtain ⟨S, -, hS⟩ := Finset.exists_subset_card_eq hjk
    refine ⟨ε + j * U, 0, Pi.single ((1, S) : Config k) 1, Pi.single ((0, S) : Config k) 1,
      ?_, ?_, ?_, by ring⟩
    · rw [hamiltonian_diagonal]
      ext b
      rw [Matrix.mulVec_diagonal]
      by_cases h : b = (1, S)
      · subst h
        simp [hS, mul_comm]
      · simp [h]
    · rw [hamiltonian_diagonal]
      ext b
      rw [Matrix.mulVec_diagonal]
      by_cases h : b = (0, S)
      · subst h
        simp
      · simp [h]
    · have hst : star (Pi.single ((0, S) : Config k) (1 : ℂ) : Config k → ℂ)
          = Pi.single ((0, S) : Config k) 1 := by
        ext b
        by_cases h : b = (0, S)
        · subst h
          simp
        · simp [h]
      rw [hst]
      simp [lowerOp]
  rw [Set.Subset.antisymm hsub hsup, Set.ncard_coe_finset, multiplet,
    Finset.card_image_of_injective, Finset.card_range]
  intro i j hij
  have h : (i : ℝ) * U = j * U := add_left_cancel hij
  exact_mod_cast mul_right_cancel₀ hU h

end

end AtomicMultiplet
```

```lean
#print axioms AtomicMultiplet.transitionEnergies_le
-- 'AtomicMultiplet.transitionEnergies_le' depends on axioms: [propext, Classical.choice, Quot.sound]
#print axioms AtomicMultiplet.transitionEnergies_sharp
-- 'AtomicMultiplet.transitionEnergies_sharp' depends on axioms: [propext, Classical.choice, Quot.sound]
```

## Scope of the bound and structure of the proof

`IsCoupledLevel` collects the algebraic relations as hypotheses. They don't require $c$ to be fermionic or $n$ to be idempotent. `transitionEnergies` contains the differences $E-E'$ for which $c$ has a nonzero amplitude from $\psi$ to $\varphi$. `transitionEnergies_le` proves both the location of these energies and their number, for finite matrices, real $\varepsilon$ and $U$, and Hermitian $H$. Hybridisation of the level, unequal couplings and exchange terms that change the $m_i$ are not covered.

`falling_mul_sector` and `falling_shift` supply the two sector calculations, and `falling_sum_idempotents` performs the induction. `equation_of_motion` and `commutator_amplitude` feed the recursion `key`, whose step is closed by `linear_combination`; `Finset.prod_eq_zero_iff` then picks out the vanishing factor.

The bound is attained. `isCoupledLevel_witness` verifies the relations for explicit occupation-number matrices, and `transitionEnergies_sharp` finds exactly $k+1$ energies there when $U\neq0$, by occupying $j$ neighbours for each $j$. These matrices omit fermionic signs. Restoring them can change amplitudes between superpositions of configurations, but not the set of transition energies.

The definition ranges over all pairs of eigenstates. Fixing $\psi$, for instance as the ground state, would keep the upper bound but could lose sharpness: a single occupation configuration with the level filled has only one removal energy in this model.
